# The spectroscopic factor of a Dyson orbital is at most one

## Definitions and conventions

Two finite index sets are used. The set $n$ labels the basis states of the many-body space, with index $k$, so a state is a column of complex amplitudes $\psi_k$. The set $\iota$ labels the one-particle modes (spin-orbitals), with indices $i, j$. The bracket $\langle u, v\rangle = \sum_k \overline{u_k}\, v_k$ is conjugate-linear in its first argument.

```lean
import Mathlib

open Matrix

namespace DysonOrbital

noncomputable section

variable {n ι : Type*} [Fintype n] [DecidableEq n] [Fintype ι] [DecidableEq ι]
```

The `variable` line fixes $n$ and $\iota$ as finite sets for the whole file. A state has type `n → ℂ`, a function from basis labels to amplitudes, and an operator has type `Matrix n n ℂ`. The notation `star` is complex conjugation, entry by entry on a vector; `Mᴴ` is the adjoint $M^\dagger$; `*ᵥ` applies a matrix to a vector; `⬝ᵥ` is the dot product without conjugation; and `•` multiplies by a scalar. The bracket $\langle u, v\rangle$ is written with `star` on $u$, followed by `⬝ᵥ` and $v$.

```lean
/-- Squared norm `∑ |u_k|²` of a vector of complex amplitudes. -/
def sqNorm {m : Type*} [Fintype m] (u : m → ℂ) : ℝ := ∑ k, ‖u k‖ ^ 2
```

This is $\|u\|^2 = \sum_k |u_k|^2$, a real number. The index set `m` is left free, so the same definition serves for many-body states and for orbital coefficients.

```lean
/-- The fermionic relation `c_i c_j† + c_j† c_i = δ_ij`. -/
def CAR (c : ι → Matrix n n ℂ) : Prop :=
  ∀ i j, c i * (c j)ᴴ + (c j)ᴴ * c i = if i = j then 1 else 0
```

The argument `c` is a family of matrices $c_i$, one for each mode. The type `Prop` says that `CAR c` is a statement, namely
$$c_i c_j^\dagger + c_j^\dagger c_i = \delta_{ij}\,\mathbb 1 \quad\text{for all } i, j ,$$
where the `1` and `0` in the code are the identity and zero matrices. The Kronecker delta expresses that the modes form an orthonormal set. The canonical anticommutation relations of fermions also contain $c_i c_j + c_j c_i = 0$, which `CAR` does not ask for and no proof below uses. The theorems that use the relation take `CAR c` as a hypothesis, named `hc`. It is verified by direct computation for the explicit matrices at the end, and one proof passes it from the family $c_i$ to the family $c_i^\dagger$.

```lean
/-- Annihilation operator `a(f) = ∑ conj(f_i) c_i` of the orbital with coefficients `f`. -/
def modeOp (c : ι → Matrix n n ℂ) (f : ι → ℂ) : Matrix n n ℂ := ∑ i, star (f i) • c i
```

For an orbital with coefficients $f_i$, the operator $a(f) = \sum_i \overline{f_i}\, c_i$ removes a particle from that orbital, and its adjoint $a(f)^\dagger = \sum_i f_i\, c_i^\dagger$ creates one in it. The vector $f$ need not be normalised.

```lean
/-- Dyson amplitudes `x_i = ⟨φ, c_i ψ⟩`. -/
def dyson (c : ι → Matrix n n ℂ) (φ ψ : n → ℂ) : ι → ℂ := fun i => star φ ⬝ᵥ (c i *ᵥ ψ)
```

The Dyson amplitudes of the pair of states $\phi, \psi$ are $x_i = \langle\phi, c_i\psi\rangle$, and the vector $x$ over $\iota$ is the Dyson orbital. The expression `fun i => ...` is the map $i \mapsto x_i$.

```lean
/-- Spectroscopic factor `S = ∑ |x_i|²`, the squared norm of the Dyson orbital. -/
def specFactor (c : ι → Matrix n n ℂ) (φ ψ : n → ℂ) : ℝ := sqNorm (dyson c φ ψ)
```

The spectroscopic factor is $S = \|x\|^2 = \sum_i |x_i|^2$. If $\psi$ is a ground state and $\phi$ an eigenstate with one electron fewer, in a finite orthonormal basis of spin-orbitals, then $\phi$ contributes to the removal part of the Green's function $G_{ij}$ in Lehmann form a pole term with numerator $x_i\overline{x_j}$, whose trace is $S$. The file contains no Hamiltonian, energy or particle number: $\phi$ and $\psi$ are arbitrary vectors, normalised where the hypotheses say so, and the results apply with or without interactions.

## The operator of one orbital

```lean
/-- The bracket `⟨u, u⟩` is the squared norm of `u`. -/
theorem bracket_self {m : Type*} [Fintype m] (u : m → ℂ) :
    star u ⬝ᵥ u = (sqNorm u : ℂ) := by
  simp only [dotProduct, sqNorm, Pi.star_apply]
  push_cast
  exact Finset.sum_congr rfl fun k _ => Complex.conj_mul' (u k)
```

The statement is $\langle u, u\rangle = \|u\|^2$. The left side is a complex number and `sqNorm u` is real, so `(sqNorm u : ℂ)` regards the real number as complex. The proof unfolds both sums and uses $\overline{u_k}u_k = |u_k|^2$ term by term. Later proofs use this equation to pass between norms and brackets.

```lean
/-- The anticommutator of `a(f)` with its adjoint is `‖f‖²` times the identity. -/
theorem modeOp_anticomm {c : ι → Matrix n n ℂ} (hc : CAR c) (f : ι → ℂ) :
    modeOp c f * (modeOp c f)ᴴ + (modeOp c f)ᴴ * modeOp c f
      = (sqNorm f : ℂ) • (1 : Matrix n n ℂ) := by
  have h1 : (modeOp c f)ᴴ = ∑ j, f j • (c j)ᴴ := by
    simp [modeOp, conjTranspose_sum, conjTranspose_smul]
  have e1 : modeOp c f * (modeOp c f)ᴴ
      = ∑ i, ∑ j, (star (f i) * f j) • (c i * (c j)ᴴ) := by
    rw [h1]
    unfold modeOp
    rw [Finset.sum_mul_sum]
    refine Finset.sum_congr rfl fun i _ => Finset.sum_congr rfl fun j _ => ?_
    rw [smul_mul_assoc, mul_smul_comm, smul_smul]
  have e2 : (modeOp c f)ᴴ * modeOp c f
      = ∑ i, ∑ j, (star (f i) * f j) • ((c j)ᴴ * c i) := by
    rw [h1]
    unfold modeOp
    rw [Finset.sum_mul_sum, Finset.sum_comm]
    refine Finset.sum_congr rfl fun i _ => Finset.sum_congr rfl fun j _ => ?_
    rw [smul_mul_assoc, mul_smul_comm, smul_smul, mul_comm (f j)]
  rw [e1, e2, ← Finset.sum_add_distrib, ← bracket_self, dotProduct, Finset.sum_smul]
  refine Finset.sum_congr rfl fun i _ => ?_
  -- the Kronecker delta keeps only the diagonal term
  have hd : ∀ j, (star (f i) * f j) • (c i * (c j)ᴴ) + (star (f i) * f j) • ((c j)ᴴ * c i)
      = if i = j then (star (f i) * f i) • (1 : Matrix n n ℂ) else 0 := by
    intro j
    rw [← smul_add, hc i j]
    split_ifs with h
    · rw [← h]
    · simp
  rw [← Finset.sum_add_distrib, Finset.sum_congr rfl fun j _ => hd j]
  simp
```

In ordinary notation, $a(f)a(f)^\dagger + a(f)^\dagger a(f) = \|f\|^2\,\mathbb 1$ for every $f$. By hand, multiply out both products and collect the common coefficient:
$$a a^\dagger + a^\dagger a = \sum_{i,j}\overline{f_i} f_j\,\bigl(c_i c_j^\dagger + c_j^\dagger c_i\bigr) = \sum_{i,j}\overline{f_i} f_j\,\delta_{ij}\,\mathbb 1 = \sum_i |f_i|^2\,\mathbb 1 .$$
A Lean proof names its intermediate claims with `have`, and `rw` replaces one side of a known equation by the other. Here `h1` is the formula for $a(f)^\dagger$, while `e1` and `e2` are the two products as double sums; `e2` needs `Finset.sum_comm` to put the sum over $i$ outside, as in `e1`. The claim `hd` applies `hc i j` to each pair of terms, and the final `simp` carries out the sum over the delta.

```lean
/-- Removal and addition weights of an orbital add up:
`‖a(f) ψ‖² + ‖a(f)† ψ‖² = ‖f‖² ‖ψ‖²`. -/
theorem weight_split {c : ι → Matrix n n ℂ} (hc : CAR c) (f : ι → ℂ) (ψ : n → ℂ) :
    sqNorm (modeOp c f *ᵥ ψ) + sqNorm ((modeOp c f)ᴴ *ᵥ ψ) = sqNorm f * sqNorm ψ := by
  have key : ∀ M : Matrix n n ℂ,
      star (M *ᵥ ψ) ⬝ᵥ (M *ᵥ ψ) = star ψ ⬝ᵥ ((Mᴴ * M) *ᵥ ψ) := by
    intro M
    rw [star_mulVec, ← dotProduct_mulVec, mulVec_mulVec]
  have hs : ∀ s : ℂ, (s • (1 : Matrix n n ℂ)) *ᵥ ψ = s • ψ := by
    intro s
    ext k
    simp [Matrix.mulVec, dotProduct, Matrix.one_apply]
  have h : (sqNorm (modeOp c f *ᵥ ψ) : ℂ) + (sqNorm ((modeOp c f)ᴴ *ᵥ ψ) : ℂ)
      = (sqNorm f : ℂ) * (sqNorm ψ : ℂ) := by
    rw [← bracket_self (modeOp c f *ᵥ ψ), ← bracket_self ((modeOp c f)ᴴ *ᵥ ψ),
      ← bracket_self ψ, key (modeOp c f), key (modeOp c f)ᴴ, conjTranspose_conjTranspose,
      ← dotProduct_add, ← add_mulVec, add_comm ((modeOp c f)ᴴ * modeOp c f),
      modeOp_anticomm hc, hs, dotProduct_smul, smul_eq_mul]
  exact_mod_cast h
```

The statement is
$$\|a(f)\psi\|^2 + \|a(f)^\dagger\psi\|^2 = \|f\|^2\,\|\psi\|^2$$
with neither $f$ nor $\psi$ normalised. For any matrix $M$ one has $\langle M\psi, M\psi\rangle = \langle\psi, M^\dagger M\psi\rangle$, which is `key`. Taking $M = a$ and then $M = a^\dagger$ gives
$$\|a\psi\|^2 + \|a^\dagger\psi\|^2 = \langle\psi, (a^\dagger a + a a^\dagger)\psi\rangle = \|f\|^2\langle\psi,\psi\rangle .$$
The long `rw` in `h` performs these steps among complex numbers, with `modeOp_anticomm hc` at the second equality, and `exact_mod_cast` returns to the real equation. For unit $f$ and unit $\psi$ the two terms are the occupation of the orbital, $\langle\psi, a^\dagger a\psi\rangle$, and one minus that occupation.

```lean
omit [DecidableEq n] [DecidableEq ι] in
/-- The matrix element `⟨φ, a(f) ψ⟩` is the overlap of `f` with the Dyson orbital. -/
theorem bracket_modeOp (c : ι → Matrix n n ℂ) (f : ι → ℂ) (φ ψ : n → ℂ) :
    star φ ⬝ᵥ (modeOp c f *ᵥ ψ) = star f ⬝ᵥ dyson c φ ψ := by
  simp only [modeOp, dyson, dotProduct, Matrix.mulVec, Matrix.sum_apply, Matrix.smul_apply,
    Pi.star_apply, smul_eq_mul, Finset.mul_sum, Finset.sum_mul]
  symm
  rw [Finset.sum_comm]
  refine Finset.sum_congr rfl fun k _ => ?_
  rw [Finset.sum_comm]
  refine Finset.sum_congr rfl fun l _ => Finset.sum_congr rfl fun i _ => ?_
  ring
```

The statement is $\langle\phi, a(f)\psi\rangle = \langle f, x\rangle$, the bracket on the right being over modes. It follows from linearity alone and has no hypothesis `hc`:
$$\langle\phi, a(f)\psi\rangle = \sum_i \overline{f_i}\,\langle\phi, c_i\psi\rangle = \sum_i\overline{f_i}\,x_i .$$
Lean writes both sides as triple sums over one mode index and two basis indices, reorders them twice with `Finset.sum_comm`, and compares the terms with `ring`. The choice $f = x$ gives $\langle\phi, a(x)\psi\rangle = S$.

The conjugate in `modeOp` is readily lost when the derivation is written down. With $\sum_i x_i c_i$ in place of $a(x)$ the matrix element would be $\sum_i x_i^2$, which is not $S$ for complex amplitudes: $x = (1, \mathrm{i})/\sqrt2$, with $\mathrm{i}$ the imaginary unit, has $\sum_i x_i^2 = 0$ and $S = 1$. A trial with real amplitudes does not reveal the slip.

## The deficit identity and the bound

From here on $a$ stands for $a(x)$, written `modeOp c (dyson c φ ψ)` in the code. It is built from the unnormalised Dyson orbital, so $a a^\dagger + a^\dagger a = S\,\mathbb 1$; for $S > 0$ the annihilator of the normalised orbital $x/\sqrt S$ is $a/\sqrt S$. The hypotheses `hφ` and `hψ` say $\|\phi\|^2 = 1$ and $\|\psi\|^2 = 1$.

```lean
/-- For unit states and `a` the annihilator of the Dyson orbital,
`S - S² = ‖a ψ - S φ‖² + ‖a† ψ‖²`. -/
theorem specFactor_deficit {c : ι → Matrix n n ℂ} (hc : CAR c) {φ ψ : n → ℂ}
    (hφ : sqNorm φ = 1) (hψ : sqNorm ψ = 1) :
    specFactor c φ ψ - specFactor c φ ψ ^ 2
      = sqNorm (modeOp c (dyson c φ ψ) *ᵥ ψ - (specFactor c φ ψ : ℂ) • φ)
        + sqNorm ((modeOp c (dyson c φ ψ))ᴴ *ᵥ ψ) := by
  have hw := weight_split hc (dyson c φ ψ) ψ
  have h1 : star φ ⬝ᵥ (modeOp c (dyson c φ ψ) *ᵥ ψ) = (specFactor c φ ψ : ℂ) := by
    rw [bracket_modeOp, bracket_self, specFactor]
  rw [hψ, mul_one] at hw
  change _ = specFactor c φ ψ at hw
  generalize modeOp c (dyson c φ ψ) *ᵥ ψ = u at hw h1 ⊢
  generalize specFactor c φ ψ = S at hw h1 ⊢
  have hs : star (S : ℂ) = S := Complex.conj_ofReal S
  have h2 : star u ⬝ᵥ φ = (S : ℂ) := by rw [star_dotProduct, h1, hs]
  have h3 : star φ ⬝ᵥ φ = 1 := by rw [bracket_self, hφ]; simp
  have h4 := bracket_self u
  -- expand the squared distance between `a ψ` and `S φ`
  have h : (sqNorm (u - (S : ℂ) • φ) : ℂ) = (sqNorm u : ℂ) - (S : ℂ) ^ 2 := by
    rw [← bracket_self (u - (S : ℂ) • φ)]
    simp only [star_sub, star_smul, sub_dotProduct, dotProduct_sub, smul_dotProduct,
      dotProduct_smul, smul_eq_mul, h1, h2, h3, h4, hs]
    ring
  have h' : sqNorm (u - (S : ℂ) • φ) = sqNorm u - S ^ 2 := by exact_mod_cast h
  linarith
```

The statement is the identity
$$S - S^2 = \|a\psi - S\phi\|^2 + \|a^\dagger\psi\|^2 .$$
By hand, set $u = a\psi$. The weight relation with $f = x$ and $\|\psi\|^2 = 1$ gives $\|u\|^2 + \|a^\dagger\psi\|^2 = S$. The previous theorem gives $\langle\phi, u\rangle = S$, and since $S$ is real, $\langle u,\phi\rangle = S$ as well. Expanding the squared distance,
$$\|u - S\phi\|^2 = \|u\|^2 - S\langle u,\phi\rangle - S\langle\phi,u\rangle + S^2\langle\phi,\phi\rangle = \|u\|^2 - S^2 .$$
Adding $\|a^\dagger\psi\|^2$ to both sides and using the weight relation gives the identity. The vector $u - S\phi$ is the part of $a\psi$ orthogonal to $\phi$, so the first term measures how much of $a\psi$ lands in other final states. For $S > 0$, with $b = a/\sqrt S$, the second term equals $S\,(1 - \langle\psi, b^\dagger b\,\psi\rangle)$. When the $c_i$ also anticommute among themselves, $b^2 = 0$ and $b^\dagger b$ is a projector, so $1 - \langle\psi, b^\dagger b\,\psi\rangle$ is the probability that the normalised Dyson orbital is empty in $\psi$. For $S = 0$ the operator $a$ and both terms vanish.

In the proof, `hw` is the weight relation and `h1` is $\langle\phi,u\rangle = S$. The two `generalize` lines replace the long expressions by the letters `u` and `S`, as was done by hand. The claims `h2`, `h3`, `h4` are the other three brackets, `h` is the expansion, and `linarith` adds the two real equations `h'` and `hw`.

```lean
/-- For unit states the spectroscopic factor `∑ |⟨φ, c_i ψ⟩|²` is at most one. -/
theorem specFactor_le_one {c : ι → Matrix n n ℂ} (hc : CAR c) {φ ψ : n → ℂ}
    (hφ : sqNorm φ = 1) (hψ : sqNorm ψ = 1) : specFactor c φ ψ ≤ 1 := by
  have hn : ∀ u : n → ℂ, 0 ≤ sqNorm u := fun u => Finset.sum_nonneg fun _ _ => sq_nonneg _
  have h : 0 ≤ specFactor c φ ψ - specFactor c φ ψ ^ 2 := by
    rw [specFactor_deficit hc hφ hψ]
    exact add_nonneg (hn _) (hn _)
  by_contra hlt
  have hlt' : 1 < specFactor c φ ψ := not_le.mp hlt
  nlinarith
```

This is the main result: if the matrices $c_i$ satisfy `CAR` and $\phi,\psi$ are unit vectors, then $\sum_i|\langle\phi,c_i\psi\rangle|^2 \le 1$, whatever the number of modes. Both terms on the right of the identity are squared norms, so $S - S^2 \ge 0$; these are `hn` and `h`. If $S > 1$ held, then $S - S^2 = S(1-S)$ would be negative. The tactic `by_contra` assumes the failure of the bound, and `nlinarith` finds this contradiction. With no modes at all the sum is empty and $S = 0$.

The bound is for one final state $\phi$. When several orthogonal final states share an energy, their terms fall on the same pole of the Green's function, and the trace of the total residue is a sum of several factors $S$, which can exceed one. The matrices also have finite size, so continuum states and infinite one-particle bases are not covered.

```lean
/-- For unit states the spectroscopic factor equals one exactly when the annihilator `a`
of the Dyson orbital satisfies `a ψ = φ` and `a† ψ = 0`. -/
theorem specFactor_eq_one_iff {c : ι → Matrix n n ℂ} (hc : CAR c) {φ ψ : n → ℂ}
    (hφ : sqNorm φ = 1) (hψ : sqNorm ψ = 1) :
    specFactor c φ ψ = 1 ↔
      modeOp c (dyson c φ ψ) *ᵥ ψ = φ ∧ (modeOp c (dyson c φ ψ))ᴴ *ᵥ ψ = 0 := by
  have hn : ∀ u : n → ℂ, 0 ≤ sqNorm u := fun u => Finset.sum_nonneg fun _ _ => sq_nonneg _
  have hz : ∀ u : n → ℂ, sqNorm u = 0 → u = 0 := by
    intro u hu
    ext k
    have hk := (Finset.sum_eq_zero_iff_of_nonneg fun k _ => sq_nonneg ‖u k‖).mp hu k
      (Finset.mem_univ k)
    simpa using hk
  constructor
  · intro h
    -- both non-negative terms of the deficit vanish
    have hd := specFactor_deficit hc hφ hψ
    rw [h, Complex.ofReal_one, one_smul] at hd
    have ha := hn (modeOp c (dyson c φ ψ) *ᵥ ψ - φ)
    have hb := hn ((modeOp c (dyson c φ ψ))ᴴ *ᵥ ψ)
    exact ⟨sub_eq_zero.mp (hz _ (by linarith)), hz _ (by linarith)⟩
  · rintro ⟨h, -⟩
    have h1 := bracket_modeOp c (dyson c φ ψ) φ ψ
    rw [h, bracket_self, bracket_self, hφ] at h1
    exact (Complex.ofReal_injective h1).symm
```

The symbol `↔` is "if and only if" and `∧` is "and": for unit states, $S = 1$ exactly when $a\psi = \phi$ and $a^\dagger\psi = 0$. In that case $x$ is a unit vector, the Dyson orbital is fully occupied in $\psi$, and $\phi$ is what remains on emptying it.

The tactic `constructor` splits the equivalence into its two directions. If $S = 1$, the identity reads $0 = \|a\psi - \phi\|^2 + \|a^\dagger\psi\|^2$, which is `hd` after rewriting. Two non-negative numbers (`ha`, `hb`) with sum zero both vanish, and a vector of zero norm is zero (`hz`). Conversely, if $a\psi = \phi$ then
$$1 = \langle\phi,\phi\rangle = \langle\phi, a\psi\rangle = \langle x, x\rangle = S .$$
The dash in `rintro ⟨h, -⟩` discards the second condition, which this direction does not use.

```lean
/-- For unit states the addition amplitudes obey `∑ |⟨φ, c_i† ψ⟩|² ≤ 1`. -/
theorem addition_le_one {c : ι → Matrix n n ℂ} (hc : CAR c) {φ ψ : n → ℂ}
    (hφ : sqNorm φ = 1) (hψ : sqNorm ψ = 1) :
    ∑ i, ‖star φ ⬝ᵥ ((c i)ᴴ *ᵥ ψ)‖ ^ 2 ≤ 1 := by
  -- the creation operators satisfy the same relation
  have hd : CAR fun i => (c i)ᴴ := by
    intro i j
    simp only [conjTranspose_conjTranspose]
    rw [add_comm, hc j i]
    by_cases h : i = j
    · simp [h]
    · simp [h, Ne.symm h]
  exact specFactor_le_one hd hφ hψ
```

The statement is $\sum_i|\langle\phi, c_i^\dagger\psi\rangle|^2 \le 1$ for unit states, the corresponding bound for a term of the addition part of the Green's function. Put $d_i = c_i^\dagger$. Then
$$d_i d_j^\dagger + d_j^\dagger d_i = c_i^\dagger c_j + c_j c_i^\dagger = \delta_{ji}\,\mathbb 1 = \delta_{ij}\,\mathbb 1 ,$$
so the family $d_i$ satisfies `CAR`. This is `hd`, where `hc j i` is the relation with the indices exchanged and the case split handles the symmetry of the delta. The Dyson amplitudes of the family $d_i$ are the addition amplitudes, so `specFactor_le_one` applies directly.

## Two modes that reach the bound

```lean
/-- Jordan-Wigner annihilation matrices of two modes in the basis `|00⟩, |10⟩, |01⟩, |11⟩`. -/
def twoMode : Fin 2 → Matrix (Fin 4) (Fin 4) ℂ :=
  ![!![0, 1, 0, 0; 0, 0, 0, 0; 0, 0, 0, 1; 0, 0, 0, 0],
    !![0, 0, 1, 0; 0, 0, 0, -1; 0, 0, 0, 0; 0, 0, 0, 0]]
```

Lean counts from zero: `Fin 2` labels the modes $0, 1$ and `Fin 4` the basis states $0,\dots,3$. In a label such as $|10\rangle$ the first digit is the occupation of mode $0$ and the second that of mode $1$. Matrices are listed row by row, with semicolons between rows. Reading the non-zero columns,
$$c_0|10\rangle = |00\rangle,\quad c_0|11\rangle = |01\rangle,\quad c_1|01\rangle = |00\rangle,\quad c_1|11\rangle = -|10\rangle ,$$
where the minus sign arises because $c_1$ passes the occupied mode $0$.

```lean
/-- The two-mode matrices obey the fermionic relation, and the unit states
`φ = (1, 0, 0, 0)`, `ψ = (0, 3/5, 4/5, 0)` have spectroscopic factor one. -/
theorem specFactor_witness :
    CAR twoMode ∧ sqNorm (![1, 0, 0, 0] : Fin 4 → ℂ) = 1 ∧
      sqNorm (![0, 3 / 5, 4 / 5, 0] : Fin 4 → ℂ) = 1 ∧
      specFactor twoMode ![1, 0, 0, 0] ![0, 3 / 5, 4 / 5, 0] = 1 := by
  refine ⟨?_, ?_, ?_, ?_⟩
  · intro i j
    fin_cases i <;> fin_cases j <;> ext a b <;> fin_cases a <;> fin_cases b <;>
      simp [twoMode, Matrix.mul_apply, Matrix.vecMul, dotProduct, Matrix.conjTranspose_apply,
        Fin.sum_univ_four]
  · simp [sqNorm, Fin.sum_univ_four]
  · simp [sqNorm, Fin.sum_univ_four]
    norm_num
  · simp [specFactor, sqNorm, dyson, twoMode, dotProduct, Matrix.mulVec, Fin.sum_univ_four,
      Fin.sum_univ_two]
    norm_num

end

end DysonOrbital
```

The theorem makes four claims: the two matrices satisfy `CAR`; $\phi = |00\rangle$ has unit norm; $\psi = \tfrac35|10\rangle + \tfrac45|01\rangle$ has unit norm; and $S = 1$ for this pair. By hand, $c_0\psi = \tfrac35|00\rangle$ and $c_1\psi = \tfrac45|00\rangle$, so $x_0 = \tfrac35$, $x_1 = \tfrac45$ and $S = \tfrac{9}{25} + \tfrac{16}{25} = 1$. The constant in `specFactor_le_one` is thus attained. For the first claim, `fin_cases` runs through the four pairs $(i,j)$ and the sixteen matrix entries of each, and `simp` evaluates every entry; the other three are finite sums closed by arithmetic.

The same matrices illustrate the remark on shared energies. For $\psi = |11\rangle$ the final state $|01\rangle$ has $x = (1, 0)$ and the final state $|10\rangle$ has $x = (0,-1)$, so each has $S = 1$, and if the two are degenerate the common pole carries total weight $2$. That count is done on paper, since no theorem in the file sums over final states.

```lean
#print axioms DysonOrbital.specFactor_eq_one_iff
#print axioms DysonOrbital.addition_le_one
```

```
'DysonOrbital.specFactor_eq_one_iff' depends on axioms: [propext, Classical.choice, Quot.sound]
'DysonOrbital.addition_le_one' depends on axioms: [propext, Classical.choice, Quot.sound]
```
